# Detailed balance and the correction factor for a symmetrized thermal spectrum

The spectrum of the autocorrelation function of a real observable, computed from classical equilibrium trajectories, is even in frequency. In calculations of vibrational spectra it is often multiplied by a frequency-dependent factor to approximate the spectrum of the quantum autocorrelation function. One such factor is $2/(1+e^{-\beta w})$, with $\beta=1/T$ and $\hbar=k_B=1$. For a Hermitian observable of a finite-level system in thermal equilibrium, it converts the symmetrized quantum spectrum exactly into the quantum spectrum. Putting the classical spectrum in place of the symmetrized one is a separate approximation.

## From detailed balance to the factor

Let $H$ have orthonormal eigenstates $|k\rangle$ with energies $E_k$, and let $A$ be Hermitian with $A_{mk}=\langle m|A|k\rangle$. The populations are $p_k=e^{-\beta E_k}/Z$, with $Z=\sum_j e^{-\beta E_j}$. The line strength at frequency $w$ is

$$S(w)=\sum_{E_m-E_k=w}p_k|A_{mk}|^2 .$$

These strengths are the weights in the quantum autocorrelation function, $\langle A(t)A(0)\rangle=\sum_w S(w)e^{-iwt}$. An infrared absorption spectrum is a further step, in which stimulated emission is subtracted and a factor of frequency enters.

In $S(-w)$ the sum runs over pairs with $E_m-E_k=-w$, that is, $E_k-E_m=w$. For these pairs $p_k=e^{-\beta(E_k-E_m)}p_m=e^{-\beta w}p_m$. Hermiticity gives $A_{mk}=\overline{A_{km}}$, so $|A_{mk}|=|A_{km}|$. Therefore

$$S(-w)=e^{-\beta w}\sum_{E_k-E_m=w}p_m|A_{km}|^2=e^{-\beta w}S(w),$$

because the last sum is $S(w)$ with the names of the indices exchanged. The symmetrized spectrum is then

$$C(w)=\frac{S(w)+S(-w)}2=\frac{1+e^{-\beta w}}2\,S(w),$$

and multiplication by $2/(1+e^{-\beta w})$ returns $S(w)$. If $S(w)\neq0$ and $c\,C(w)=S(w)$, then $C(w)\neq0$ and can be cancelled, so $c$ must be this factor.

The difference of the two sides of the spectrum follows in the same way:

$$S(w)-S(-w)=(1-e^{-\beta w})S(w)=2\,\frac{1-e^{-\beta w}}{1+e^{-\beta w}}\,C(w)=2\tanh\!\left(\frac{\beta w}2\right)C(w).$$

For $\beta,w>0$ and $S(w)>0$ it is positive.

## States, populations and lines in Lean

The finite type `ι` labels both the original basis and the energy eigenstates.

```lean
import Mathlib

open Matrix

namespace QuantumVibrationalSpectrum

noncomputable section

variable {ι : Type*} [Fintype ι] [DecidableEq ι] {H A : Matrix ι ι ℂ}
```

The columns of `eigenvectorUnitary` are orthonormal eigenvectors of $H$. With $U$ for this matrix, the matrix element is the entry $(m,k)$ of $U^\dagger AU$.

```lean
/-- The matrix element `A_mk` of an observable between the energy eigenstates `m` and `k`
of the Hamiltonian `H`. -/
def matrixElement (hH : H.IsHermitian) (A : Matrix ι ι ℂ) (m k : ι) : ℂ :=
  ((hH.eigenvectorUnitary : Matrix ι ι ℂ)ᴴ * A * (hH.eigenvectorUnitary : Matrix ι ι ℂ)) m k
```

The Boltzmann weights are postulated; they stand for equilibrium with a heat bath. Here `β` may be any real number, and a temperature $T>0$ corresponds to $\beta=1/T$.

```lean
/-- The Boltzmann population of the energy eigenstate `k` at inverse temperature `β`.
The partition function in the denominator is positive, since the state `k` contributes to it. -/
def population (hH : H.IsHermitian) (β : ℝ) (k : ι) : ℝ :=
  Real.exp (-(β * hH.eigenvalues k)) / ∑ j, Real.exp (-(β * hH.eigenvalues j))
```

In the line strength, $k$ is the initial state and $m$ the final one. The condition on the energies is an exact equality, so this is a spectrum of discrete lines without broadening.

```lean
/-- The quantum line strength `S(w)`: the sum of `p_k |A_mk|²` over all transitions `k → m`
with `E_m - E_k = w`, in units where `ħ = 1`. -/
def lineStrength (hH : H.IsHermitian) (A : Matrix ι ι ℂ) (β w : ℝ) : ℝ :=
  ∑ m, ∑ k, if hH.eigenvalues m - hH.eigenvalues k = w then
    population hH β k * ‖matrixElement hH A m k‖ ^ 2 else 0
```

The function $C(w)$ is called `symmetrized`.

```lean
/-- The symmetrized spectrum `(S(w) + S(-w)) / 2`. -/
def symmetrized (hH : H.IsHermitian) (A : Matrix ι ι ℂ) (β w : ℝ) : ℝ :=
  (lineStrength hH A β w + lineStrength hH A β (-w)) / 2
```

## Reversing a transition

The first lemma shows that $U^\dagger AU$ is its own conjugate transpose, then compares entries and takes norms.

```lean
/-- For a Hermitian observable, a transition and its reverse have matrix elements of equal
modulus. -/
theorem norm_matrixElement_comm (hH : H.IsHermitian) (hA : A.IsHermitian) (m k : ι) :
    ‖matrixElement hH A m k‖ = ‖matrixElement hH A k m‖ := by
  have h : ((hH.eigenvectorUnitary : Matrix ι ι ℂ)ᴴ * A *
      (hH.eigenvectorUnitary : Matrix ι ι ℂ))ᴴ =
      (hH.eigenvectorUnitary : Matrix ι ι ℂ)ᴴ * A *
      (hH.eigenvectorUnitary : Matrix ι ι ℂ) := by
    rw [conjTranspose_mul, conjTranspose_mul, conjTranspose_conjTranspose, hA.eq,
      Matrix.mul_assoc]
  have e := congrFun (congrFun h m) k
  rw [conjTranspose_apply] at e
  unfold matrixElement
  rw [← e, norm_star]
```

For the population ratio, the common denominator $Z$ is kept and the exponentials are combined.

```lean
/-- The populations of two energy eigenstates differ by the Boltzmann factor of their energy
difference. -/
theorem population_ratio (hH : H.IsHermitian) (β : ℝ) (m k : ι) :
    population hH β m =
      Real.exp (-(β * (hH.eigenvalues m - hH.eigenvalues k))) * population hH β k := by
  unfold population
  rw [← mul_div_assoc, ← Real.exp_add]
  congr 2
  ring
```

The next theorem gives the condition $S(w)\neq0$ a concrete meaning. Every term of the sum is nonnegative, so a nonzero strength is a positive one, and it requires an allowed transition at $w$. Conversely, one such transition contributes a positive term. Hermiticity of $A$ is not needed here.

```lean
/-- A line at frequency `w` has positive strength exactly when some transition with energy
difference `w` has a nonzero matrix element. -/
theorem lineStrength_pos_iff (hH : H.IsHermitian) (A : Matrix ι ι ℂ) (β w : ℝ) :
    0 < lineStrength hH A β w ↔
      ∃ m k, hH.eigenvalues m - hH.eigenvalues k = w ∧ matrixElement hH A m k ≠ 0 := by
  have hp : ∀ k, 0 < population hH β k := fun k =>
    div_pos (Real.exp_pos _)
      (Finset.sum_pos (fun j _ => Real.exp_pos _) ⟨k, Finset.mem_univ k⟩)
  unfold lineStrength
  constructor
  · intro h
    by_contra hn
    -- without an allowed transition every term of the sum vanishes
    refine h.ne' (Finset.sum_eq_zero fun m _ => Finset.sum_eq_zero fun k _ => ?_)
    split_ifs with e
    · have h0 : matrixElement hH A m k = 0 := by
        by_contra ha
        exact hn ⟨m, k, e, ha⟩
      simp [h0]
    · rfl
  · rintro ⟨m, k, e, ha⟩
    have h0 : ∀ i j, 0 ≤ (if hH.eigenvalues i - hH.eigenvalues j = w then
        population hH β j * ‖matrixElement hH A i j‖ ^ 2 else 0) := by
      intro i j
      split_ifs
      · exact mul_nonneg (hp j).le (sq_nonneg _)
      · exact le_rfl
    refine Finset.sum_pos' (fun i _ => Finset.sum_nonneg fun j _ => h0 i j)
      ⟨m, Finset.mem_univ m, Finset.sum_pos' (fun j _ => h0 m j) ⟨k, Finset.mem_univ k, ?_⟩⟩
    rw [if_pos e]
    exact mul_pos (hp k) (pow_pos (norm_pos_iff.mpr ha) 2)
```

Detailed balance combines the two lemmas. `Finset.sum_comm` exchanges the order of summation, after which the terms are compared pair by pair. If $E_k-E_m=w$, the population ratio and the equality of moduli give the factor $e^{-\beta w}$; otherwise both terms are zero.

```lean
/-- Detailed balance: for a Hermitian observable in thermal equilibrium,
`S(-w) = exp(-βw) S(w)`. -/
theorem detailed_balance (hH : H.IsHermitian) (hA : A.IsHermitian) (β w : ℝ) :
    lineStrength hH A β (-w) = Real.exp (-(β * w)) * lineStrength hH A β w := by
  unfold lineStrength
  -- exchange the roles of initial and final states
  rw [Finset.sum_comm, Finset.mul_sum]
  refine Finset.sum_congr rfl fun k _ => ?_
  rw [Finset.mul_sum]
  refine Finset.sum_congr rfl fun m _ => ?_
  by_cases h : hH.eigenvalues k - hH.eigenvalues m = w
  · have h' : hH.eigenvalues m - hH.eigenvalues k = -w := by linarith
    rw [if_pos h', if_pos h, population_ratio hH β k m, h, norm_matrixElement_comm hH hA m k]
    ring
  · have h' : ¬ hH.eigenvalues m - hH.eigenvalues k = -w := fun e => h (by linarith)
    rw [if_neg h', if_neg h, mul_zero]
```

## The factor and its uniqueness

The correction formula follows by substituting detailed balance and clearing the positive denominator $1+e^{-\beta w}$.

```lean
/-- For a Hermitian observable, multiplying the symmetrized spectrum by
`2 / (1 + exp(-βw))` recovers the quantum spectrum `S(w)`. -/
theorem quantum_correction (hH : H.IsHermitian) (hA : A.IsHermitian) (β w : ℝ) :
    2 / (1 + Real.exp (-(β * w))) * symmetrized hH A β w = lineStrength hH A β w := by
  have hne : 1 + Real.exp (-(β * w)) ≠ 0 := by positivity
  unfold symmetrized
  rw [detailed_balance hH hA, div_mul_eq_mul_div, div_eq_iff hne]
  ring
```

For uniqueness, `hS` rules out a vanishing symmetrized spectrum, and `mul_right_cancel₀` performs the cancellation.

```lean
/-- For a Hermitian observable and a frequency where `S(w)` does not vanish, a factor `c`
turns the symmetrized spectrum into `S(w)` if and only if `c = 2 / (1 + exp(-βw))`. -/
theorem quantum_correction_unique (hH : H.IsHermitian) (hA : A.IsHermitian) (β w c : ℝ)
    (hS : lineStrength hH A β w ≠ 0) :
    c * symmetrized hH A β w = lineStrength hH A β w ↔
      c = 2 / (1 + Real.exp (-(β * w))) := by
  constructor
  · intro h
    have hs : symmetrized hH A β w ≠ 0 := by
      intro h0
      apply hS
      rw [← h, h0, mul_zero]
    exact mul_right_cancel₀ hs (h.trans (quantum_correction hH hA β w).symm)
  · intro h
    rw [h]
    exact quantum_correction hH hA β w
```

## Comparing the two sides of the spectrum

The theorem `fluctuation_dissipation` is an identity between spectra. It defines no response function, and reading $S(w)-S(-w)$ as dissipation takes linear-response theory in addition. The proof writes $\tanh$ through $e^{\pm\beta w/2}$ to obtain $\tanh(\beta w/2)(1+e^{-\beta w})=1-e^{-\beta w}$, then inserts detailed balance.

```lean
/-- For a Hermitian observable in thermal equilibrium, the difference `S(w) - S(-w)` is
`2 tanh(βw/2)` times the symmetrized spectrum. -/
theorem fluctuation_dissipation (hH : H.IsHermitian) (hA : A.IsHermitian) (β w : ℝ) :
    lineStrength hH A β w - lineStrength hH A β (-w) =
      2 * Real.tanh (β * w / 2) * symmetrized hH A β w := by
  have he : Real.exp (-(β * w)) = Real.exp (-(β * w / 2)) * Real.exp (-(β * w / 2)) := by
    rw [← Real.exp_add]
    congr 1
    ring
  have hab : Real.exp (β * w / 2) * Real.exp (-(β * w / 2)) = 1 := by
    rw [← Real.exp_add, add_neg_cancel, Real.exp_zero]
  -- the hyperbolic tangent in terms of the Boltzmann factor
  have ht : Real.tanh (β * w / 2) * (1 + Real.exp (-(β * w))) = 1 - Real.exp (-(β * w)) := by
    rw [Real.tanh_eq_sinh_div_cosh, div_mul_eq_mul_div, div_eq_iff (Real.cosh_pos _).ne',
      Real.sinh_eq, Real.cosh_eq, he]
    linear_combination Real.exp (-(β * w / 2)) * hab
  unfold symmetrized
  rw [detailed_balance hH hA]
  linear_combination (-lineStrength hH A β w) * ht
```

The signs of $\beta$ and $w$ enter only in the last theorem. They give $e^{-\beta w}<1$, and multiplying $1-e^{-\beta w}>0$ by the positive line strength yields the strict inequality.

```lean
/-- At positive temperature and positive frequency, a line of a Hermitian observable that is
present at `w` is strictly weaker at `-w`. -/
theorem lineStrength_neg_lt (hH : H.IsHermitian) (hA : A.IsHermitian) {β w : ℝ}
    (hβ : 0 < β) (hw : 0 < w) (hS : 0 < lineStrength hH A β w) :
    lineStrength hH A β (-w) < lineStrength hH A β w := by
  have he : Real.exp (-(β * w)) < 1 :=
    Real.exp_lt_one_iff.mpr (by linarith [mul_pos hβ hw])
  rw [detailed_balance hH hA]
  nlinarith [mul_pos (sub_pos.mpr he) hS]

end

end QuantumVibrationalSpectrum
```

```lean
#print axioms QuantumVibrationalSpectrum.detailed_balance
-- 'QuantumVibrationalSpectrum.detailed_balance' depends on axioms: [propext, Classical.choice, Quot.sound]
#print axioms QuantumVibrationalSpectrum.quantum_correction_unique
-- 'QuantumVibrationalSpectrum.quantum_correction_unique' depends on axioms: [propext, Classical.choice, Quot.sound]
#print axioms QuantumVibrationalSpectrum.fluctuation_dissipation
-- 'QuantumVibrationalSpectrum.fluctuation_dissipation' depends on axioms: [propext, Classical.choice, Quot.sound]
#print axioms QuantumVibrationalSpectrum.lineStrength_neg_lt
-- 'QuantumVibrationalSpectrum.lineStrength_neg_lt' depends on axioms: [propext, Classical.choice, Quot.sound]
```
